# A rotation in the plane of two distinct axes is orthogonal with determinant one

In a real space of finite dimension, a rotation by an angle θ in the plane of two distinct coordinate axes is given by the matrix R(θ) = 1 + sin θ G + (1 − cos θ) G², where G has entry 1 at (i, j), −1 at (j, i) and zeros elsewhere. The lemma states that R(θ)ᵀR(θ) = 1 and det R(θ) = 1 for every real θ. The attempt first shows that G³ = −G and Gᵀ = −G, so that products of such polynomials in G reduce to degree two, and orthogonality follows from sin² θ + cos² θ = 1. For the determinant it writes R(θ) as the square of R(θ/2), whose determinant squares to one by orthogonality.

As first written in Lean, the proof fails:

```lean
import Mathlib

open Matrix

namespace VariableCellDynamics

noncomputable section

attribute [local instance] Matrix.normedAddCommGroup Matrix.normedSpace

variable {n m : Type*} [Fintype n] [DecidableEq n] [Fintype m] [DecidableEq m]

/-- For distinct axes `i` and `j`, the generator of rotations in their plane; zero if `i = j`. -/
def generator (i j : n) : Matrix n n ℝ := Matrix.single i j 1 - Matrix.single j i 1

/-- For distinct axes `i` and `j`, the rotation by the angle `θ` in their plane, turning axis `j`
towards axis `i`; the identity if `i = j`. -/
def planeRotation (i j : n) (θ : ℝ) : Matrix n n ℝ :=
  1 + Real.sin θ • generator i j + (1 - Real.cos θ) • (generator i j * generator i j)

/-- For distinct axes, `planeRotation` is orthogonal with determinant one. -/
theorem planeRotation_proper {i j : n} (hij : i ≠ j) (θ : ℝ) :
    (planeRotation i j θ)ᵀ * planeRotation i j θ = 1 ∧ (planeRotation i j θ).det = 1 := by
  have h3 : generator i j * generator i j * generator i j = -generator i j := by
    simp [generator, sub_mul, mul_sub, hij, hij.symm]
  have hT : (generator i j)ᵀ = -generator i j := by simp [generator]
  -- products of polynomials in the generator reduce to degree two
  have hmul : ∀ a b c d : ℝ,
      (1 + a • generator i j + b • (generator i j * generator i j)) *
        (1 + c • generator i j + d • (generator i j * generator i j)) =
      1 + (a + c - a * d - b * c) • generator i j +
        (b + d + a * c - b * d) • (generator i j * generator i j) := by
    intro a b c d
    generalize generator i j = W at h3
    have h3' : W * (W * W) = -W := by rw [← mul_assoc, h3]
    have h4 : W * W * (W * W) = -(W * W) := by rw [← mul_assoc, h3, neg_mul]
    simp only [mul_add, add_mul, one_mul, mul_one, smul_mul_assoc, mul_smul_comm, h3, h3', h4]
    module
  have horth : ∀ φ, (planeRotation i j φ)ᵀ * planeRotation i j φ = 1 := by
    intro φ
    have ht : (planeRotation i j φ)ᵀ = 1 + (-Real.sin φ) • generator i j +
        (1 - Real.cos φ) • (generator i j * generator i j) := by
      simp [planeRotation, hT]
    have e1 : -Real.sin φ + Real.sin φ - -Real.sin φ * (1 - Real.cos φ)
        - (1 - Real.cos φ) * Real.sin φ = 0 := by ring
    have e2 : (1 - Real.cos φ) + (1 - Real.cos φ) + -Real.sin φ * Real.sin φ
        - (1 - Real.cos φ) * (1 - Real.cos φ) = 0 := by
      linear_combination -Real.sin_sq_add_cos_sq φ
    rw [ht, planeRotation, hmul, e1, e2]
    simp
  refine ⟨horth θ, ?_⟩
  -- a rotation is the square of the rotation by half the angle
  have hhalf : planeRotation i j θ = planeRotation i j (θ / 2) * planeRotation i j (θ / 2) := by
    have hs : Real.sin θ = 2 * Real.sin (θ / 2) * Real.cos (θ / 2) := by
      rw [← Real.sin_two_mul]; congr 1; ring
    have hc : Real.cos θ = 2 * Real.cos (θ / 2) ^ 2 - 1 := by
      rw [← Real.cos_two_mul]; congr 1; ring
    simp only [planeRotation]
    rw [hmul, hs, hc]
    congr 2
    · congr 1; ring
    · linear_combination -Real.sin_sq_add_cos_sq (θ / 2)
  have hd := congrArg Matrix.det (horth (θ / 2))
  rw [Matrix.det_mul, Matrix.det_transpose, Matrix.det_one] at hd
  rw [hhalf, Matrix.det_mul, hd]

end

end VariableCellDynamics
```

Messages:

```
Main.lean:24:78: error: unsolved goals
n : Type u_1
inst✝¹ : Fintype n
inst✝ : DecidableEq n
i j : n
hij : i ≠ j
θ : ℝ
⊢ -single i j 1 + single j i 1 = single j i 1 - single i j 1
```

Cause. The one error is in `h3`, the identity G³ = −G. There `simp` expands the products of single-entry matrices and simplifies both sides, but stops at `-single i j 1 + single j i 1 = single j i 1 - single i j 1`. This remaining goal is true: both sides are the same sum, written on the left as −a + b and on the right as b − a. The two forms do not match syntactically, and the `simp` call has no rule that brings them to a common form, so the goal is left unsolved.

The diff adds `abel` after `simp`. This tactic proves identities in additive commutative groups, and matrices under addition form such a group. It treats the two `single` matrices as atoms, accounts for the order of the terms and for subtraction as addition of a negative, and closes the goal.

Lean accepts the file once it reads:

```diff
@@ -24,4 +24,5 @@
   have h3 : generator i j * generator i j * generator i j = -generator i j := by
     simp [generator, sub_mul, mul_sub, hij, hij.symm]
+    abel
   have hT : (generator i j)ᵀ = -generator i j := by simp [generator]
   -- products of polynomials in the generator reduce to degree two
```
